# 1/sin² x − 1/x² tends to 1/3 as x tends to zero

The declaration states that, for real x tending to zero through non-zero values, the difference 1/sin² x − 1/x² tends to 1/3. Each term diverges at zero, but their difference has a finite limit. This is a statement of pure calculus, with no physical model or physical assumption in it. The attempt first shows that q = (x − sin x)/x³ tends to 1/6, using a bound on the sine for |x| ≤ 1. It then puts s = sin x/x = 1 − x²q, writes the difference as q(1 + s)/s², and takes the limit.

In Lean, a first try:

```lean
import Mathlib

open Filter Topology Finset
open scoped Real

namespace InvSinSqSubLimit

noncomputable section

/-- The difference `1/sin² x - 1/x²` tends to `1/3` as `x` tends to zero through non-zero
values. -/
theorem inv_sin_sq_sub_limit :
    Tendsto (fun x : ℝ => 1 / Real.sin x ^ 2 - 1 / x ^ 2) (𝓝[≠] 0) (𝓝 (1 / 3)) := by
  have hx : Tendsto (fun x : ℝ => x) (𝓝[≠] 0) (𝓝 0) := tendsto_id.mono_left nhdsWithin_le_nhds
  have near : ∀ᶠ x : ℝ in 𝓝[≠] 0, x ∈ Set.Icc (-1 : ℝ) 1 :=
    nhdsWithin_le_nhds (Icc_mem_nhds (by norm_num) (by norm_num))
  have hne : ∀ᶠ x : ℝ in 𝓝[≠] 0, x ≠ 0 := self_mem_nhdsWithin
  -- the cubic Taylor coefficient of the sine
  have hq : Tendsto (fun x : ℝ => (x - Real.sin x) / x ^ 3) (𝓝[≠] 0) (𝓝 (1 / 6)) := by
    rw [tendsto_iff_norm_sub_tendsto_zero]
    have ha : Tendsto (fun x : ℝ => |x|) (𝓝[≠] 0) (𝓝 0) := by simpa using hx.abs
    refine squeeze_zero' (Eventually.of_forall fun _ => norm_nonneg _) ?_ ha
    filter_upwards [hne, near] with x h0 h1
    have h3 : x ^ 3 ≠ 0 := pow_ne_zero 3 h0
    have b := Real.sin_bound (abs_le.2 ⟨h1.1, h1.2⟩)
    have e : (x - Real.sin x) / x ^ 3 - 1 / 6 = -(Real.sin x - (x - x ^ 3 / 6)) / x ^ 3 := by
      rw [eq_div_iff h3, sub_mul, div_mul_cancel₀ _ h3]; ring
    rw [e, Real.norm_eq_abs, abs_div, abs_neg, abs_pow, div_le_iff₀ (by positivity)]
    refine b.trans ?_
    nlinarith [pow_nonneg (abs_nonneg x) 4]
  have hs := (tendsto_const_nhds (x := (1 : ℝ)) (f := 𝓝[≠] (0 : ℝ))).sub ((hx.pow 2).mul hq)
  have h := (hq.mul (hs.const_add 1)).div (hs.pow 2) (by norm_num)
  rw [show (1 / 6 * (1 + (1 - 0 ^ 2 * (1 / 6))) / (1 - 0 ^ 2 * (1 / 6)) ^ 2 : ℝ) = 1 / 3 by
    norm_num] at h
  refine h.congr' ?_
  filter_upwards [hne, near] with x h0 h1
  have hsin : Real.sin x ≠ 0 := fun h2 => h0 ((Real.sin_eq_zero_iff_of_lt_of_lt
    (by linarith [h1.1, Real.pi_gt_three]) (by linarith [h1.2, Real.pi_gt_three])).1 h2)
  have e : 1 - x ^ 2 * ((x - Real.sin x) / x ^ 3) = Real.sin x / x := by
    have h3 : (x - Real.sin x) / x ^ 3 * x ^ 3 = x - Real.sin x :=
      div_mul_cancel₀ _ (pow_ne_zero 3 h0)
    rw [eq_div_iff h0]
    linear_combination -h3
  change (x - Real.sin x) / x ^ 3 * (1 + (1 - x ^ 2 * ((x - Real.sin x) / x ^ 3))) /
    (1 - x ^ 2 * ((x - Real.sin x) / x ^ 3)) ^ 2 = 1 / Real.sin x ^ 2 - 1 / x ^ 2
  rw [e]
  field_simp
  ring

end

end InvSinSqSubLimit
```

The error:

```
Main.lean:30:4: error: linarith failed to find a contradiction
hx : Tendsto (fun x => x) (𝓝[≠] 0) (𝓝 0)
near : ∀ᶠ (x : ℝ) in 𝓝[≠] 0, x ∈ Set.Icc (-1) 1
hne : ∀ᶠ (x : ℝ) in 𝓝[≠] 0, x ≠ 0
ha : Tendsto (fun x => |x|) (𝓝[≠] 0) (𝓝 0)
x : ℝ
h0 : x ≠ 0
h1 : x ∈ Set.Icc (-1) 1
h3 : x ^ 3 ≠ 0
b : |Real.sin x - (x - x ^ 3 / 6)| ≤ |x| ^ 5 / 100
e : (x - Real.sin x) / x ^ 3 - 1 / 6 = -(Real.sin x - (x - x ^ 3 / 6)) / x ^ 3
a✝ : |x| * |x| ^ 3 < |x| ^ 5 / 100
⊢ False
failed
```

Fix (accepted with no message):

```diff
@@ -16,5 +16,5 @@
     nhdsWithin_le_nhds (Icc_mem_nhds (by norm_num) (by norm_num))
   have hne : ∀ᶠ x : ℝ in 𝓝[≠] 0, x ≠ 0 := self_mem_nhdsWithin
-  -- the cubic Taylor coefficient of the sine
+  -- the cubic Taylor coefficient of the sine, with its sign reversed
   have hq : Tendsto (fun x : ℝ => (x - Real.sin x) / x ^ 3) (𝓝[≠] 0) (𝓝 (1 / 6)) := by
     rw [tendsto_iff_norm_sub_tendsto_zero]
@@ -23,10 +23,11 @@
     filter_upwards [hne, near] with x h0 h1
     have h3 : x ^ 3 ≠ 0 := pow_ne_zero 3 h0
-    have b := Real.sin_bound (abs_le.2 ⟨h1.1, h1.2⟩)
+    have hx1 : |x| ≤ 1 := abs_le.2 ⟨h1.1, h1.2⟩
     have e : (x - Real.sin x) / x ^ 3 - 1 / 6 = -(Real.sin x - (x - x ^ 3 / 6)) / x ^ 3 := by
       rw [eq_div_iff h3, sub_mul, div_mul_cancel₀ _ h3]; ring
     rw [e, Real.norm_eq_abs, abs_div, abs_neg, abs_pow, div_le_iff₀ (by positivity)]
-    refine b.trans ?_
-    nlinarith [pow_nonneg (abs_nonneg x) 4]
+    refine (Real.sin_bound hx1).trans ?_
+    have h4 := pow_nonneg (abs_nonneg x) 4
+    nlinarith [mul_nonneg h4 (sub_nonneg.2 hx1)]
   have hs := (tendsto_const_nhds (x := (1 : ℝ)) (f := 𝓝[≠] (0 : ℝ))).sub ((hx.pow 2).mul hq)
   have h := (hq.mul (hs.const_add 1)).div (hs.pow 2) (by norm_num)
```

Cause. The error comes from the `nlinarith` call that closes the estimate for q. What remains there is |x|⁵/100 ≤ |x|·|x|³, and the message shows its negation as `a✝`. This inequality fails for |x| > 100, so it needs a bound on |x|. The proof had built |x| ≤ 1 only inside the argument to `Real.sin_bound`, so it was not a hypothesis in the context. The range of x stood there only as the membership `h1 : x ∈ Set.Icc (-1) 1`, which `linarith` does not read as inequalities. The hint |x|⁴ ≥ 0 was not enough by itself.

The repair names the bound `hx1` and gives `nlinarith` the product |x|⁴(1 − |x|) ≥ 0, that is, |x|⁵ ≤ |x|⁴. With `h4`, which says |x|⁴ ≥ 0, the goal then follows by linear arithmetic.

Using `Real.sin_bound hx1` directly in place of `b` is mere tidying. The changed comment corrects a sign, since the cubic coefficient of the sine is −1/6, and has no effect on compilation.
